# The mean square of a finite sum of independent zero-mean variables is the sum of their mean squares

Each column `i` of a finite index set independently selects a row `s i`, with probability `p.prob (s i) i`, and contributes the real number `X i (s i)`. The theorem `expectation_sq_sum` states that if every column's contribution has mean zero, the expectation of the squared total is `∑ i, ∑ k, p.prob k i * X i k ^ 2`: the variances add. The probabilities are non-negative and sum to one in each column, but may differ from column to column. The proof expands the square into a double sum over pairs of columns, shows that pairs of different columns average to zero, and evaluates the remaining terms with `expectation_column`.

This version doesn't compile in Lean 4 with Mathlib:

```lean
import Mathlib

open Matrix

namespace ExpectationSqSum

noncomputable section

/-- A sampling rule: `prob j i` is the probability that column `i` selects row `j`. -/
structure Sampler (n : Type*) [Fintype n] where
  prob : n → n → ℝ
  nonneg : ∀ j i, 0 ≤ prob j i
  sum_one : ∀ i, ∑ j, prob j i = 1

variable {n : Type*} [Fintype n] [DecidableEq n]
variable (p : Sampler n) (T : Matrix n n ℝ) (x : n → ℝ) (D : Finset n)

/-- The expectation of `f` when every column `i` independently selects a row `s i`. -/
def expectation (f : (n → n) → ℝ) : ℝ :=
  ∑ s : n → n, (∏ i, p.prob (s i) i) * f s

/-- For independent columns, the expectation of a product of column variables is the product of
their expectations. -/
theorem expectation_prod (h : n → n → ℝ) :
    expectation p (fun s => ∏ i, h i (s i)) = ∏ i, ∑ j, p.prob j i * h i j := by
  rw [Finset.prod_univ_sum, Fintype.piFinset_univ]
  simp only [expectation, Finset.prod_mul_distrib]

/-- A quantity that depends on one column only is averaged with the probabilities of that
column. -/
theorem expectation_column (k : n) (f : n → ℝ) :
    expectation p (fun s => f (s k)) = ∑ j, p.prob j k * f j := by
  have h := expectation_prod p (fun i j => if i = k then f j else 1)
  have hl : ∀ s : n → n, (∏ i, if i = k then f (s i) else 1) = f (s k) :=
    fun s => by simp
  simp only [hl] at h
  rw [h, Finset.prod_eq_single k]
  · simp
  · intro i _ hik
    simp [hik, p.sum_one]
  · simp

/-- Variances of independent columns add: for column variables of zero mean, the mean square of
the sum is the sum of the mean squares. -/
theorem expectation_sq_sum (X : n → n → ℝ) (hX : ∀ i, ∑ k, p.prob k i * X i k = 0) :
    expectation p (fun s => (∑ i, X i (s i)) ^ 2) = ∑ i, ∑ k, p.prob k i * X i k ^ 2 := by
  -- two different columns are uncorrelated
  have cross : ∀ k l, k ≠ l → expectation p (fun s => X k (s k) * X l (s l)) = 0 := by
    intro k l hkl
    have h := expectation_prod p
      (fun i j => (if i = k then X k j else 1) * (if i = l then X l j else 1))
    have hl : ∀ s : n → n, (∏ i, (if i = k then X k (s i) else 1) *
        (if i = l then X l (s i) else 1)) = X k (s k) * X l (s l) := by
      intro s
      rw [Finset.prod_mul_distrib]
      simp
    simp only [hl] at h
    rw [h]
    exact Finset.prod_eq_zero (Finset.mem_univ k) (by simpa [hkl] using hX k)
  have expand : expectation p (fun s => (∑ i, X i (s i)) ^ 2) =
      ∑ k, ∑ l, expectation p (fun s => X k (s k) * X l (s l)) := by
    simp only [expectation, sq, Finset.sum_mul_sum, Finset.mul_sum]
    rw [Finset.sum_comm]
    exact Finset.sum_congr rfl fun k _ => Finset.sum_comm
  rw [expand]
  refine Finset.sum_congr rfl fun k _ => ?_
  refine (Finset.sum_eq_single k (fun l _ hl => cross k l hl.symm)
    (fun h => absurd (Finset.mem_univ k) h)).trans ?_
  simp only [← sq]
  exact expectation_column p k (fun j => X k j ^ 2)

end

end ExpectationSqSum
```

The error:

```
Main.lean:64:42: error: Type mismatch
  Finset.sum_comm
has type
  ∑ x ∈ ?m.279, ∑ y ∈ ?m.280, ?m.281 x y = ∑ y ∈ ?m.280, ∑ x ∈ ?m.279, ?m.281 x y
but is expected to have type
  ∑ x, (∏ i, p.prob (x i) i) * ((∑ i, X i (x i)) * X k (x k)) =
    ∑ l, ∑ x, (∏ i, p.prob (x i) i) * (X k (x k) * X l (x l))
Main.lean:62:32: warning: This simp argument is unused:
  Finset.sum_mul_sum

Hint: Omit it from the simp argument list.
  [apply] simp only [expectation, sq, Finset.mul_sum]

Note: This linter can be disabled with `set_option linter.unusedSimpArgs false`
```

What went wrong. The error arises in the step `expand`, which should turn the squared sum into a double sum. After `sq`, the square is a product of two sums, and both `Finset.sum_mul_sum` and `Finset.mul_sum` can rewrite it. In the single `simp only` call `Finset.mul_sum` did so, expanding only the right factor; hence the warning that `Finset.sum_mul_sum` is unused. The left factor `∑ i, X i (x i)` stayed inside the product, since `Finset.mul_sum` expands only a sum standing on the right.

The last `Finset.sum_comm` exchanges two nested sums, but the left side of its goal had just one outer sum, over `x`, with the other still locked in a product. Hence the type mismatch.

The repair splits the call in two. The first `simp only` has `Finset.sum_mul_sum` without `Finset.mul_sum`, so it expands both factors into a double sum. The second uses `Finset.mul_sum` to carry the probability weight inside both sums. The existing `Finset.sum_comm` steps then apply.

This version goes through:

```diff
@@ -60,5 +60,6 @@
   have expand : expectation p (fun s => (∑ i, X i (s i)) ^ 2) =
       ∑ k, ∑ l, expectation p (fun s => X k (s k) * X l (s l)) := by
-    simp only [expectation, sq, Finset.sum_mul_sum, Finset.mul_sum]
+    simp only [expectation, sq, Finset.sum_mul_sum]
+    simp only [Finset.mul_sum]
     rw [Finset.sum_comm]
     exact Finset.sum_congr rfl fun k _ => Finset.sum_comm
```
